# A product of two binomials counts right–left checkerboard paths by their corners

Take two right-steps R and two left-steps L, and require that the path start with R and end with L. Only RRLL and RLRL qualify. In the first, each pair stays whole and there is one corner. In the second, each pair is cut into two runs, which interleave and make three corners. A path is thus fixed by how its right-steps and its left-steps are cut into straight runs.

For integers $p,q,r\ge 1$, a path with $p$ right-steps, $q$ left-steps and $2r-1$ corners that starts right and ends left has $r$ runs of each kind. Cutting $p$ steps into $r$ nonempty runs means choosing $r-1$ of the $p-1$ gaps, so the number of such paths is

$$\binom{p-1}{r-1}\binom{q-1}{r-1}.$$

In Feynman's checkerboard model of a free Dirac particle in one space dimension, every corner of a path carries a factor proportional to the mass. The numbers above are the coefficients of the powers of this factor in one component of the model's propagator at finite time step.

## The path starts right and ends left

The two directions of motion correspond to the two spinor components, so fixing the first and last steps selects one entry of a $2\times2$ kernel. In the derivation, this is what makes the runs alternate from R to L with equally many of each. Without it the count changes: for $p=q=1$ and one corner, both RL and LR are allowed, while the formula gives 1.

```lean
import Mathlib

open Finset

namespace FeynmanCheckerboard

/-- The number of corners (changes of direction) of a path; `true` is a right-step and
`false` a left-step. -/
def corners : List Bool → ℕ
  | [] => 0
  | [_] => 0
  | a :: b :: l => corners (b :: l) + (if a = b then 0 else 1)

/-- Paths with first step `a`, last step `b`, `p` right-steps and `q` left-steps. -/
def paths (a b : Bool) (p q : ℕ) : Set (List Bool) :=
  {l | l.head? = some a ∧ l.getLast? = some b ∧ l.count true = p ∧ l.count false = q}

/-- The paths of `paths a b p q` that have exactly `k` corners. -/
def cornerPaths (a b : Bool) (p q k : ℕ) : Set (List Bool) :=
  {l | l ∈ paths a b p q ∧ corners l = k}

/-- The number of ways to cut `n` steps into `k` nonempty straight runs. -/
def runs : ℕ → ℕ → ℕ
  | 0, 0 => 1
  | 0, _ + 1 => 0
  | _ + 1, 0 => 0
  | n + 1, k + 1 => n.choose k

/-- The sum over checkerboard paths in which every corner contributes a factor `i μ`. -/
noncomputable def kernel (a b : Bool) (p q : ℕ) (μ : ℝ) : ℂ :=
  ∑ᶠ l ∈ paths a b p q, (Complex.I * (μ : ℂ)) ^ corners l
```

A path is a list of Booleans, with `true` for R and `false` for L. The set `paths a b p q` fixes the first step, the last step and both step numbers; `cornerPaths` also fixes the number of corners. In lattice units the path lasts $p+q$ time steps and has net displacement $p-q$. The function `runs n k`, written $R(n,k)$ below, is the number of ways to cut $n$ steps into $k$ nonempty runs, with $R(0,0)=1$.

## There is at least one corner

Physically, $r\ge1$ says that the particle turns at least once, as it must if its first and last directions differ. By hand, a corner guarantees that something remains when the first step is removed. Write $A_{p,q}(k)$ for the number of right–left paths with $k$ corners and $B_{p,q}(k)$ for the left–left ones. The remaining path either starts in the same direction with as many corners, or in the opposite direction with one fewer:

$$A_{p+1,q}(k+1)=A_{p,q}(k+1)+B_{p,q}(k),$$
$$B_{p,q+1}(k+1)=B_{p,q}(k+1)+A_{p,q}(k).$$

The run counts obey a matching rule, since an extra step either lengthens the first run or forms a new one:

$$R(n+1,k+1)=R(n,k+1)+R(n,k).$$

Paths without corners are counted directly. A straight left–left path exists only for $p=0$, $q\ge1$, and then it is unique, so $B_{p,q}(0)=R(p,0)R(q,1)$.

```lean
/-- The number of cuts of `n + 1` steps into `k + 1` runs is the number of cuts of `n` steps into `k
+ 1` runs plus the number of cuts of `n` steps into `k` runs. -/
theorem runs_succ (n k : ℕ) : runs (n + 1) (k + 1) = runs n (k + 1) + runs n k := by
  rcases n with _ | n <;> rcases k with _ | k <;>
    simp [runs, Nat.choose_succ_succ, Nat.add_comm]

/-- The number of paths with first step `a` and `k + 1` corners is the sum of two numbers of paths
with one `a`-step fewer: those that start with `a` and have `k + 1` corners, and those that start in
the opposite direction and have `k` corners. -/
theorem encard_first_step (a b : Bool) (p q k : ℕ) :
    (cornerPaths a b (p + a.toNat) (q + (!a).toNat) (k + 1)).encard =
      (cornerPaths a b p q (k + 1)).encard + (cornerPaths (!a) b p q k).encard := by
  have hm : ∀ (x : Bool) (t : List Bool) (S : Set (List Bool)),
      x :: t ∈ List.cons a '' S ↔ x = a ∧ t ∈ S := by
    intro x t S
    constructor
    · rintro ⟨s, hs, h⟩
      injection h with h1 h2
      exact ⟨h1.symm, h2 ▸ hs⟩
    · rintro ⟨h1, h⟩
      exact ⟨t, h, by rw [h1]⟩
  have hset : cornerPaths a b (p + a.toNat) (q + (!a).toNat) (k + 1) =
      List.cons a '' (cornerPaths a b p q (k + 1) ∪ cornerPaths (!a) b p q k) := by
    ext l
    rcases l with _ | ⟨x, _ | ⟨y, l⟩⟩
    · simp [cornerPaths, paths]
    · rw [hm]
      simp [cornerPaths, paths, corners]
    · rw [hm]
      cases a <;> cases x <;> cases y <;> simp [cornerPaths, paths, corners]
  -- the two classes differ in their first step
  have hd : Disjoint (cornerPaths a b p q (k + 1)) (cornerPaths (!a) b p q k) := by
    rw [Set.disjoint_left]
    rintro l ⟨⟨h1, _⟩, _⟩ ⟨⟨h2, _⟩, _⟩
    have h := h1.symm.trans h2
    cases a <;> simp at h
  rw [hset, Function.Injective.encard_image List.cons_injective, Set.encard_union_eq hd]

/-- The number of paths without corners that start and end left, in terms of run counts. -/
theorem encard_straight (p q : ℕ) :
    (cornerPaths false false p q 0).encard = ((runs p 0 * runs q 1 : ℕ) : ℕ∞) := by
  have hrep : ∀ (t : List Bool) (a : Bool), corners (a :: t) = 0 →
      t = List.replicate t.length a := by
    intro t
    induction t with
    | nil => intro a _; rfl
    | cons c t ih =>
      intro a h
      have h' : corners (c :: t) + (if a = c then 0 else 1) = 0 := h
      have hc : c = a := by
        by_contra hne
        simp [Ne.symm hne] at h'
      have ht := ih c (by omega)
      rw [hc] at ht ⊢
      rw [List.length_cons, List.replicate_succ, ← ht]
  have hmem : ∀ l ∈ cornerPaths false false p q 0,
      p = 0 ∧ 1 ≤ q ∧ l = List.replicate q false := by
    rintro l ⟨⟨h1, -, h3, h4⟩, h5⟩
    cases l with
    | nil => simp at h1
    | cons x t =>
      obtain rfl : x = false := by simpa using h1
      obtain ⟨n, rfl⟩ : ∃ n, t = List.replicate n false := ⟨_, hrep t _ h5⟩
      have e3 : p = 0 := by rw [← h3]; simp [List.count_replicate]
      have e4 : q = n + 1 := by rw [← h4]; simp
      exact ⟨e3, by omega, by rw [e4]; rfl⟩
  by_cases h : p = 0 ∧ 1 ≤ q
  · obtain ⟨rfl, hq⟩ := h
    obtain ⟨q, rfl⟩ := Nat.exists_eq_add_of_le' hq
    have hz : ∀ n : ℕ, corners (List.replicate (n + 1) false) = 0 := by
      intro n
      induction n with
      | zero => rfl
      | succ n ih => simpa [List.replicate_succ, corners] using ih
    have hs : cornerPaths false false 0 (q + 1) 0 = {List.replicate (q + 1) false} :=
      Set.eq_singleton_iff_unique_mem.2
        ⟨⟨⟨by simp [List.replicate_succ], by simp [List.getLast?_replicate],
          by simp [List.count_replicate], by simp⟩, hz q⟩, fun l hl => (hmem l hl).2.2⟩
    rw [hs, Set.encard_singleton]
    simp [runs]
  · have hs : cornerPaths false false p q 0 = ∅ :=
      Set.subset_empty_iff.1 fun l hl => h ⟨(hmem l hl).1, (hmem l hl).2.1⟩
    rw [hs, Set.encard_empty]
    clear hs hmem
    rcases p with _ | p <;> rcases q with _ | q <;> simp [runs] at h ⊢
```

`runs_succ` is Pascal's rule with its boundary cases. In `encard_first_step`, `hset` writes the paths as the image of a union under prepending a step, and `hd` shows that the two classes are disjoint. Prepending is injective, so the cardinalities add. In `encard_straight`, `hrep` shows that a path without corners repeats a single step.

If $r=0$ were allowed in the final count, Lean's natural-number subtraction would read both $2r-1$ and $r-1$ as 0. For $p=q=1$ the formula would then give 1, although no right–left path is straight.

## There is at least one step each way

The conditions $p\ge1$ and $q\ge1$ place the endpoint strictly inside the light cone. By hand, they ensure that there are $p-1$ and $q-1$ gaps to choose from. They enter only at the end, because the run counts also handle zero steps. The claim to be proved by induction on $p+q$ is

$$A_{p,q}(2r+1)=R(p,r+1)R(q,r+1),$$
$$B_{p,q}(2r)=R(p,r)R(q,r+1),\qquad r\ge0.$$

For $A$ with $p=0$, both sides vanish. Otherwise the recursion and the rule for $R$ give

$$\begin{aligned}
A_{p+1,q}(2r+1)&=R(p,r+1)R(q,r+1)+R(p,r)R(q,r+1)\\
&=R(p+1,r+1)R(q,r+1).
\end{aligned}$$

For $B$, the case $r=0$ is the straight path. At $r+1$ both sides vanish if $q=0$, and otherwise

$$\begin{aligned}
B_{p,q+1}(2r+2)&=R(p,r+1)R(q,r+2)+R(p,r+1)R(q,r+1)\\
&=R(p,r+1)R(q+1,r+2).
\end{aligned}$$

For positive $n$ and $k$, $R(n,k)=\binom{n-1}{k-1}$, which turns these products into binomials.

```lean
/-- Right-left and left-left paths are counted by independent cuts of the right-steps and
of the left-steps into straight runs. -/
theorem encard_runs (N : ℕ) : ∀ p q r : ℕ, p + q < N →
    (cornerPaths true false p q (2 * r + 1)).encard =
      ((runs p (r + 1) * runs q (r + 1) : ℕ) : ℕ∞) ∧
    (cornerPaths false false p q (2 * r)).encard =
      ((runs p r * runs q (r + 1) : ℕ) : ℕ∞) := by
  induction N with
  | zero => intro p q r h; omega
  | succ N ih =>
    intro p q r h
    constructor
    · cases p with
      | zero =>
        have hs : cornerPaths true false 0 q (2 * r + 1) = ∅ := by
          apply Set.subset_empty_iff.1
          rintro l ⟨⟨h1, _, h3, _⟩, _⟩
          cases l <;> simp_all
        rw [hs]
        simp [runs]
      | succ p =>
        have e : (cornerPaths true false (p + 1) q (2 * r + 1)).encard =
            (cornerPaths true false p q (2 * r + 1)).encard +
            (cornerPaths false false p q (2 * r)).encard :=
          encard_first_step true false p q (2 * r)
        rw [e, (ih p q r (by omega)).1, (ih p q r (by omega)).2, runs_succ p r,
          add_mul, Nat.cast_add]
    · cases r with
      | zero => exact encard_straight p q
      | succ r =>
        cases q with
        | zero =>
          have hs : cornerPaths false false p 0 (2 * (r + 1)) = ∅ := by
            apply Set.subset_empty_iff.1
            rintro l ⟨⟨h1, _, _, h4⟩, _⟩
            cases l <;> simp_all
          rw [hs]
          simp [runs]
        | succ q =>
          have e : (cornerPaths false false p (q + 1) (2 * (r + 1))).encard =
              (cornerPaths false false p q (2 * (r + 1))).encard +
              (cornerPaths true false p q (2 * r + 1)).encard :=
            encard_first_step false false p q (2 * r + 1)
          rw [e, (ih p q (r + 1) (by omega)).2, (ih p q r (by omega)).1,
            runs_succ q (r + 1), mul_add, Nat.cast_add]

/-- The number of paths with `p` right-steps and `q` left-steps that start right, end left
and have `2r - 1` corners is a product of two binomial coefficients. -/
theorem card_right_left (p q r : ℕ) (hp : 1 ≤ p) (hq : 1 ≤ q) (hr : 1 ≤ r) :
    (cornerPaths true false p q (2 * r - 1)).encard =
      (((p - 1).choose (r - 1) * (q - 1).choose (r - 1) : ℕ) : ℕ∞) := by
  obtain ⟨p, rfl⟩ := Nat.exists_eq_add_of_le' hp
  obtain ⟨q, rfl⟩ := Nat.exists_eq_add_of_le' hq
  obtain ⟨r, rfl⟩ := Nat.exists_eq_add_of_le' hr
  rw [show 2 * (r + 1) - 1 = 2 * r + 1 by omega]
  exact (encard_runs _ (p + 1) (q + 1) r (Nat.lt_succ_self _)).1

/-- The number of paths with `p` right-steps and `q` left-steps that start and end left and have
`2r` corners is a product of two binomial coefficients. -/
theorem card_left_left (p q r : ℕ) (hp : 1 ≤ p) (hq : 1 ≤ q) (hr : 1 ≤ r) :
    (cornerPaths false false p q (2 * r)).encard =
      (((p - 1).choose (r - 1) * (q - 1).choose r : ℕ) : ℕ∞) := by
  obtain ⟨p, rfl⟩ := Nat.exists_eq_add_of_le' hp
  obtain ⟨q, rfl⟩ := Nat.exists_eq_add_of_le' hq
  obtain ⟨r, rfl⟩ := Nat.exists_eq_add_of_le' hr
  exact (encard_runs _ (p + 1) (q + 1) (r + 1) (Nat.lt_succ_self _)).2
```

`encard_runs` carries out this induction for both counts together, since removing a step can turn one kind of path into the other. Its variable `N` is a strict upper bound on $p+q$. `card_right_left` shifts $p,q,r$ down by one and reads off the first product; `card_left_left` does the same with the second. The cardinality `encard` may be infinite, so equality with a natural number includes finiteness.

Without $p\ge1$ the right–left formula fails at $p=0$, $q=r=1$: it gives $\binom00\binom00=1$, but a path without right-steps cannot start right. The case $q=0$, $p=r=1$ fails in the same way.

## Every corner carries the factor $i\mu$

Here $\mu=mc^2\Delta t/\hbar$ is the particle's mass $m$ in units set by the time step $\Delta t$. The weight is a postulate of the model: mass couples the two directions of motion, and at $\mu=0$ no path that turns contributes. The kernel $K_{RL}$ is the sum of $(i\mu)^{\text{corners}}$ over all right–left paths. Their corner numbers are odd, so grouping equal powers gives

$$K_{RL}(p,q;\mu)=\sum_{r=0}^{p-1}\binom{p-1}{r}\binom{q-1}{r}(i\mu)^{2r+1}.$$

The index $r$ now starts at 0, one lower than in the path count. Terms with $r>q-1$ vanish.

```lean
/-- A path has an even number of corners exactly when its first and last steps agree. -/
theorem even_corners_iff (l : List Bool) (a b : Bool) (h : (a :: l).getLast? = some b) :
    Even (corners (a :: l)) ↔ a = b := by
  induction l generalizing a with
  | nil =>
    have hab : a = b := by simpa using h
    simp [corners, hab]
  | cons c l ih =>
    have hc := ih c (by rwa [List.getLast?_cons_cons] at h)
    rw [corners, Nat.even_add, hc]
    clear hc ih h
    cases a <;> cases b <;> cases c <;> simp

/-- Only finitely many paths have given end directions and given numbers of steps. -/
theorem paths_finite (a b : Bool) (p q : ℕ) : (paths a b p q).Finite := by
  have hlen : ∀ l : List Bool, l.length = l.count true + l.count false := by
    intro l
    induction l with
    | nil => rfl
    | cons x t ih => cases x <;> simp <;> omega
  apply (List.finite_length_eq Bool (p + q)).subset
  rintro l ⟨_, _, h3, h4⟩
  change l.length = p + q
  rw [hlen, h3, h4]

/-- The right-left kernel of the checkerboard as a finite sum over corner numbers. -/
theorem kernel_right_left (p q : ℕ) (hp : 1 ≤ p) (hq : 1 ≤ q) (μ : ℝ) :
    kernel true false p q μ = ∑ r ∈ range p,
      (((p - 1).choose r * (q - 1).choose r : ℕ) : ℂ) *
        (Complex.I * (μ : ℂ)) ^ (2 * r + 1) := by
  have hcount : ∀ r : ℕ, (cornerPaths true false p q (2 * r + 1)).encard =
      (((p - 1).choose r * (q - 1).choose r : ℕ) : ℕ∞) := fun r =>
    card_right_left p q (r + 1) hp hq (by omega)
  have hodd : ∀ l ∈ paths true false p q, ∃ r, corners l = 2 * r + 1 := by
    rintro l ⟨h1, h2, _, _⟩
    cases l with
    | nil => simp at h1
    | cons x t =>
      obtain rfl : x = true := by simpa using h1
      have he := even_corners_iff t true false h2
      exact Nat.not_even_iff_odd.1 (fun h => by simpa using he.1 h)
  have hfin := paths_finite true false p q
  have hmaps : ∀ l ∈ hfin.toFinset, corners l / 2 ∈ range p := by
    intro l hl
    have hl' := hfin.mem_toFinset.1 hl
    obtain ⟨r, hr⟩ := hodd l hl'
    rw [Finset.mem_range]
    by_contra hlt
    have h0 := hcount r
    rw [Nat.choose_eq_zero_of_lt (show p - 1 < r by omega), zero_mul, Nat.cast_zero,
      Set.encard_eq_zero] at h0
    have hmem : l ∈ cornerPaths true false p q (2 * r + 1) := ⟨hl', hr⟩
    rw [h0] at hmem
    exact hmem
  -- group the paths by their number of corners
  rw [kernel, finsum_mem_eq_finite_toFinset_sum _ hfin,
    ← Finset.sum_fiberwise_of_maps_to hmaps]
  refine Finset.sum_congr rfl fun r _ => ?_
  have hiff : ∀ l, l ∈ hfin.toFinset.filter (fun l => corners l / 2 = r) ↔
      l ∈ cornerPaths true false p q (2 * r + 1) := by
    intro l
    rw [Finset.mem_filter, hfin.mem_toFinset]
    constructor
    · rintro ⟨hl, h⟩
      obtain ⟨s, hs⟩ := hodd l hl
      exact ⟨hl, by omega⟩
    · rintro ⟨hl, h⟩
      exact ⟨hl, by omega⟩
  have hset : (↑(hfin.toFinset.filter (fun l => corners l / 2 = r)) : Set (List Bool)) =
      cornerPaths true false p q (2 * r + 1) := Set.ext hiff
  have hcard := hcount r
  rw [← hset, Set.encard_coe_eq_coe_finsetCard] at hcard
  have hcard' := Nat.cast_injective hcard
  rw [Finset.sum_congr rfl (fun l hl => by rw [((hiff l).1 hl).2]),
    Finset.sum_const, nsmul_eq_mul, hcard']

end FeynmanCheckerboard
```

`even_corners_iff` supplies the parity by induction along the path. `paths_finite` bounds the path length by $p+q$, which turns the sum in `kernel` into an ordinary finite one. In `kernel_right_left`, `hmaps` shows that half the corner number, rounded down, lies below $p$. `Finset.sum_fiberwise_of_maps_to` then groups the paths by that value, and `hcard'` gives the size of each group.

The proof never uses that $\mu$ is real; this belongs to the physical reading. With another corner weight $w$, the same grouping would put $w^{2r+1}$ in place of $(i\mu)^{2r+1}$. The condition $q\ge1$ still matters: at $p=1$, $q=0$ there is no right–left path, while the sum would give $i\mu$.

For $p=q=3$ the numbers of paths with 1, 3 and 5 corners are $1$, $\binom21^2=4$ and $1$. The four with three corners are RRLLRL, RRLRLL, RLLRRL and RLRRLL. Hence

$$K_{RL}=i\mu+4(i\mu)^3+(i\mu)^5=i(\mu-4\mu^3+\mu^5),$$

which is $i/32$ at $\mu=1/2$. The weights 1 for going straight and $i\mu$ for turning form $\sqrt{1+\mu^2}$ times a unitary matrix. Dividing by this factor for each of the five junctions between steps gives the normalised amplitude, about $0.0179\,i$.

Such exact values can test a path-enumeration code for this free, one-dimensional lattice model. The theorems concern paths with finitely many steps on an unbounded lattice and do not take the continuum limit to the Dirac propagator.

```lean
#print axioms FeynmanCheckerboard.card_right_left
-- 'FeynmanCheckerboard.card_right_left' depends on axioms: [propext, Classical.choice, Quot.sound]
#print axioms FeynmanCheckerboard.card_left_left
-- 'FeynmanCheckerboard.card_left_left' depends on axioms: [propext, Classical.choice, Quot.sound]
#print axioms FeynmanCheckerboard.kernel_right_left
-- 'FeynmanCheckerboard.kernel_right_left' depends on axioms: [propext, Classical.choice, Quot.sound]
```
